# Plateau Voltages Fall with Lithium Content When Each Interior Phase Lies Below Its Neighbours' Chord

Take a host crystal with three phases, at lithium contents 0, 1/2 and 1 per formula unit, and energies 0, −2.0 and −3.9 eV per formula unit. Energies are measured so that lithium in the reference electrode has energy 0. Filling the first half of the sites changes the energy by −2.0 eV for half a lithium, which gives a plateau at 4.0 V. Filling the second half changes it by −1.9 eV, which gives 3.8 V.

The straight line between the end phases passes through −1.95 eV at content 1/2, so the middle phase lies 0.05 eV below it. Raise that phase to −1.9 eV, above the line, and the same arithmetic gives 3.8 V and then 4.0 V, a rise. These two values are only formal: at equilibrium the raised phase would not form, and a single plateau at 3.9 V would replace them. In both cases the mean of the two values is 3.9 V, because the middle energy cancels.

In general, let phases k = 0, …, n have contents x_k and energies G_k, and let μ be the energy per lithium in the reference electrode. The plateau between phases k and k+1 has voltage

V_k = μ − (G_{k+1} − G_k)/(x_{k+1} − x_k).

If the contents increase and every interior phase lies strictly below the chord of its two neighbours, the V_k strictly decrease. For n > 0 their mean, weighted by the width of each plateau, is μ − (G_n − G_0)/(x_n − x_0). For a finite list of phases at equilibrium, this connects computed total energies to the shape and the average of a battery's voltage profile.

## Phases, chords and voltages as real sequences

```lean
import Mathlib

open Finset

namespace IntercalationVoltage

noncomputable section
```

Contents and energies are functions `x G : ℕ → ℝ`, of which only the entries 0 to n matter. The energies must refer to a fixed amount of host, not to one atom of the compound. The chord is linear interpolation between two phases, that is, the energy of a mixture of them with overall content t.

```lean
/-- The energy at content `t` on the straight line through phases `i` and `j`. -/
def chord (x G : ℕ → ℝ) (i j : ℕ) (t : ℝ) : ℝ :=
  G i + (G j - G i) / (x j - x i) * (t - x i)
```

The two physical hypotheses are the fields of one structure. In `below`, the phase being tested has index k+1, and the condition k+1 < n keeps it in the interior.

```lean
/-- Phases `0, …, n` have increasing lithium content, and each interior phase lies strictly
below the chord of its two neighbours. -/
structure StablePhases (n : ℕ) (x G : ℕ → ℝ) : Prop where
  ordered : ∀ k, k < n → x k < x (k + 1)
  below : ∀ k, k + 1 < n → G (k + 1) < chord x G k (k + 2) (x (k + 1))
```

The electron charge is set to one, so energies in eV give voltages in volts, with one electron per lithium.

```lean
/-- The voltage of the plateau between phases `k` and `k + 1`, with `mu` the energy per lithium
of the reference electrode and the electron charge set to one. -/
def plateauVoltage (mu : ℝ) (x G : ℕ → ℝ) (k : ℕ) : ℝ :=
  mu - (G (k + 1) - G k) / (x (k + 1) - x k)
```

The mean is the sum of width times voltage, divided by the sum of the widths.

```lean
/-- The mean of the first `n` plateau voltages, weighted by the content range of each plateau. -/
def meanVoltage (mu : ℝ) (x G : ℕ → ℝ) (n : ℕ) : ℝ :=
  (∑ k ∈ range n, (x (k + 1) - x k) * plateauVoltage mu x G k) /
    ∑ k ∈ range n, (x (k + 1) - x k)
```

A cell held at voltage V fixes the chemical potential of lithium at μ − V. The phase with the lowest grand potential Φ_k = G_k − (μ − V)x_k is then the stable one.

```lean
/-- The grand potential of phase `k` in a cell held at voltage `V`, where lithium has chemical
potential `mu - V`. -/
def grandPotential (mu : ℝ) (x G : ℕ → ℝ) (V : ℝ) (k : ℕ) : ℝ :=
  G k - (mu - V) * x k
```

The model is an equilibrium one with discrete phases. It leaves out hysteresis, kinetics and continuous solid solutions, and it takes the stability of the listed phases as given. Using computed total energies for G_k also neglects entropy.

## Lithium content increases along the list

Physically, `ordered` says that the phases are listed from poor to rich and that no two share a content. By hand it makes every plateau width positive, which is needed whenever an inequality is multiplied or divided by a width. Without it, two phases of equal content would have no slope between them, and a pair in reversed order would flip the inequalities below.

Local statements about neighbours become statements about distant phases by chaining: a quantity that rises at every step from i to j is larger at j than at i. The proof is induction on j, with one step added at a time.

```lean
/-- A quantity that rises at every step from `i` to `j` is larger at `j` than at `i`. -/
theorem chain_lt {f : ℕ → ℝ} {i j : ℕ} (hij : i < j)
    (h : ∀ k, i ≤ k → k < j → f k < f (k + 1)) : f i < f j := by
  induction j with
  | zero => omega
  | succ j ih =>
    have hs := h j (by omega) (by omega)
    rcases (show i < j ∨ i = j by omega) with hlt | heq
    · exact (ih hlt (fun k a b => h k a (by omega))).trans hs
    · rw [heq]
      exact hs
```

The ordering also turns chords into slopes. For three phases i, j, k with x_i < x_j < x_k, write a = x_j − x_i and b = x_k − x_j, both positive. The depth of phase j below the chord, multiplied by a + b, is

(G_i − G_j)(a + b) + (G_k − G_i)a = (G_k − G_j)a − (G_j − G_i)b.

Since a + b > 0, the depth is positive exactly when (G_j − G_i)b < (G_k − G_j)a. Dividing by ab gives

(G_j − G_i)/a < (G_k − G_j)/b.

So a phase lies below the chord exactly when the slope on its left is smaller than the slope on its right. In the proof, `e` is the displayed identity, `div_lt_div_iff₀` clears the two slopes of their denominators, and the two directions follow from the sign of the product.

```lean
/-- A phase lies below the chord of a poorer and a richer phase exactly when the energy slope
on its left is smaller than the slope on its right. -/
theorem below_chord_iff {x G : ℕ → ℝ} {i j k : ℕ} (hij : x i < x j) (hjk : x j < x k) :
    G j < chord x G i k (x j) ↔
      (G j - G i) / (x j - x i) < (G k - G j) / (x k - x j) := by
  have a : 0 < x j - x i := sub_pos.2 hij
  have b : 0 < x k - x j := sub_pos.2 hjk
  have c : 0 < x k - x i := by linarith
  -- the depth below the chord, cleared of its denominator
  have e : (chord x G i k (x j) - G j) * (x k - x i) =
      (G k - G j) * (x j - x i) - (G j - G i) * (x k - x j) := by
    have h0 : (G k - G i) / (x k - x i) * (x k - x i) = G k - G i :=
      div_mul_cancel₀ _ c.ne'
    unfold chord
    linear_combination (x j - x i) * h0
  rw [div_lt_div_iff₀ a b]
  constructor
  · intro h
    have h1 := mul_pos (sub_pos.2 h) c
    rw [e] at h1
    linarith
  · intro h
    exact sub_pos.1 ((mul_pos_iff_of_pos_right c).1 (by rw [e]; linarith))
```

## Each interior phase lies below its neighbours' chord

Physically, `below` says that an interior phase would raise its energy by separating into its two neighbours. By hand it supplies each voltage drop. As V_k is μ minus a slope, a larger slope means a lower voltage, and the slope criterion becomes

V_{k+1} < V_k exactly when phase k+1 lies below the chord of phases k and k+2.

```lean
/-- The voltage drops from one plateau to the next exactly when the phase between them lies
below the chord of its neighbours. -/
theorem voltage_drop_iff (mu : ℝ) {x G : ℕ → ℝ} {k : ℕ} (h1 : x k < x (k + 1))
    (h2 : x (k + 1) < x (k + 2)) :
    plateauVoltage mu x G (k + 1) < plateauVoltage mu x G k ↔
      G (k + 1) < chord x G k (k + 2) (x (k + 1)) := by
  rw [below_chord_iff h1 h2]
  unfold plateauVoltage
  exact sub_lt_sub_iff_left _
```

The identity behind the slope criterion also shows what happens without the hypothesis. A phase on the chord gives two equal voltages, and a phase above it gives a rise, as in the second set of numbers at the start. At equilibrium a phase above the chord would not form. If its two neighbours are vertices of the lower convex hull, its two formal plateaus are replaced by a single one between them.

## There is at least one plateau

The condition n > 0 says that the list contains two phases or more. By hand it is used when the mean is divided by the total width x_n − x_0. With a single phase there is nothing to average; Lean's convention for division by zero would then make the left side 0 and the right side μ. With n = 1 there is one plateau, the mean is its voltage, and the claim of a decrease is empty.

For the mean, multiply each voltage by its width:

(x_{k+1} − x_k)V_k = μ(x_{k+1} − x_k) − (G_{k+1} − G_k).

Summing over k = 0, …, n−1, all interior contents and energies cancel, which leaves μ(x_n − x_0) − (G_n − G_0). The widths sum to x_n − x_0, and division gives the stated mean.

```lean
/-- For stable phases with at least one plateau, the plateau voltages strictly decrease with lithium
content, and their mean, weighted by plateau width, is `mu` minus the energy slope between the two
end phases. -/
theorem plateau_voltages (mu : ℝ) {n : ℕ} {x G : ℕ → ℝ} (h : StablePhases n x G)
    (hn : 0 < n) :
    (∀ j k, j < k → k < n → plateauVoltage mu x G k < plateauVoltage mu x G j) ∧
      meanVoltage mu x G n = mu - (G n - G 0) / (x n - x 0) := by
  constructor
  · intro j k hjk hk
    have key : -plateauVoltage mu x G j < -plateauVoltage mu x G k :=
      chain_lt (f := fun m => -plateauVoltage mu x G m) hjk (by
        intro m _ hm
        exact neg_lt_neg ((voltage_drop_iff mu (h.ordered m (by omega))
          (h.ordered (m + 1) (by omega))).2 (h.below m (by omega))))
    linarith
  · have hx : x 0 < x n := chain_lt hn (fun k _ hk => h.ordered k hk)
    have hX : x n - x 0 ≠ 0 := (sub_pos.2 hx).ne'
    -- width times voltage is a difference of end-point quantities
    have hterm : ∀ k ∈ range n, (x (k + 1) - x k) * plateauVoltage mu x G k =
        mu * (x (k + 1) - x k) - (G (k + 1) - G k) := by
      intro k hk
      have hd : x (k + 1) - x k ≠ 0 := (sub_pos.2 (h.ordered k (mem_range.1 hk))).ne'
      have h0 := div_mul_cancel₀ (G (k + 1) - G k) hd
      unfold plateauVoltage
      linear_combination -h0
    unfold meanVoltage
    rw [sum_congr rfl hterm, sum_sub_distrib, ← mul_sum, sum_range_sub x n,
      sum_range_sub G n, sub_div, mul_div_cancel_right₀ _ hX]
```

The first half of the proof applies `chain_lt` to the negated voltages, which rise at every step by `voltage_drop_iff`. In the second half, `hterm` is the equation for width times voltage and `sum_range_sub` does the telescoping. Only `ordered` is used there, so the same argument gives the mean in the opening example even when the middle phase is raised above the chord.

In a calculation, one computes total energies at several contents, keeps the vertices of the lower convex hull, sorts them by content, divides successive energy differences by successive content differences, and subtracts each quotient from μ. Comparing the weighted mean with the value from the two end phases then tests the bookkeeping. It does not test the intermediate energies, since they cancel whether they are right or wrong.

A mistake that is easy to make here is to insert formation energies measured from the line joining the two end phases. Subtracting a straight line shifts every slope by the same amount, so the voltages still decrease and the steps between them are right. Both end energies are now zero, however, and the mean comes out as μ: the opening example would give 0.1 V and −0.1 V. The slope of the subtracted line has to be put back.

## The applied voltage lies between two successive plateaus

The next hypothesis concerns the cell: V_{k+1} < V < V_k. Physically, the voltage is too low for the plateau that forms phase k+1 from phase k, so that transformation is complete, and too high for the next one to begin. By hand, the hypothesis fixes the sign of every change in the grand potential. Substituting G_{k+1} − G_k = (μ − V_k)(x_{k+1} − x_k) gives

Φ_{k+1} − Φ_k = (V − V_k)(x_{k+1} − x_k).

```lean
/-- Between neighbouring phases the grand potential changes by the content difference times the
excess of the applied voltage over the plateau voltage. -/
theorem grandPotential_step (mu V : ℝ) {x G : ℕ → ℝ} {k : ℕ} (hk : x k < x (k + 1)) :
    grandPotential mu x G V (k + 1) - grandPotential mu x G V k =
      (V - plateauVoltage mu x G k) * (x (k + 1) - x k) := by
  have h0 := div_mul_cancel₀ (G (k + 1) - G k) (sub_pos.2 hk).ne'
  unfold grandPotential plateauVoltage
  linear_combination -h0
```

For every m ≤ k, the decrease of the voltages gives V_m ≥ V_k > V, so Φ falls at each step up to phase k+1. For every m ≥ k+1 it gives V_m ≤ V_{k+1} < V, so Φ rises at each step after it. Phase k+1 is therefore the unique minimiser among phases 0, …, n.

```lean
/-- For stable phases at a voltage strictly between two successive plateaus, the phase between them
has a lower grand potential than every other phase in the list. -/
theorem stable_window {mu V : ℝ} {n k : ℕ} {x G : ℕ → ℝ} (h : StablePhases n x G)
    (hk : k + 1 < n) (hlo : plateauVoltage mu x G (k + 1) < V)
    (hhi : V < plateauVoltage mu x G k) (j : ℕ) (hj : j ≤ n) (hne : j ≠ k + 1) :
    grandPotential mu x G V (k + 1) < grandPotential mu x G V j := by
  have hanti := (plateau_voltages mu h (by omega)).1
  rcases lt_or_gt_of_ne hne with hl | hg
  · -- poorer phases: every plateau on the way lies above V
    have key : -grandPotential mu x G V j < -grandPotential mu x G V (k + 1) :=
      chain_lt (f := fun m => -grandPotential mu x G V m) hl (by
        intro m _ hm
        have hv : V < plateauVoltage mu x G m := by
          rcases (show m = k ∨ m < k by omega) with heq | hlt
          · rw [heq]
            exact hhi
          · exact hhi.trans (hanti m k hlt (by omega))
        have ho := h.ordered m (by omega)
        have hs := grandPotential_step mu V (G := G) ho
        have hp := mul_neg_of_neg_of_pos (sub_neg.2 hv) (sub_pos.2 ho)
        show -grandPotential mu x G V m < -grandPotential mu x G V (m + 1)
        linarith)
    linarith
  · -- richer phases: every plateau on the way lies below V
    refine chain_lt hg ?_
    intro m hm hmj
    have hv : plateauVoltage mu x G m < V := by
      rcases (show m = k + 1 ∨ k + 1 < m by omega) with heq | hlt
      · rw [heq]
        exact hlo
      · exact (hanti (k + 1) m hlt (by omega)).trans hlo
    have ho := h.ordered m (by omega)
    have hs := grandPotential_step mu V (G := G) ho
    have hp := mul_pos (sub_pos.2 hv) (sub_pos.2 ho)
    linarith
```

The proof treats poorer and richer phases separately. In each case `hv` places the plateau on the correct side of V, `grandPotential_step` gives the sign of the step, and `chain_lt` joins the steps. If V equals V_k instead, phases k and k+1 have the same grand potential and coexist, which is what a plateau is. Above V_k, phase k has the lower grand potential of the two.

## The comparison phases may be any poorer and any richer one

The hypothesis `below` compares a phase with its neighbours only, whereas a convex hull compares it with every pair of phases on either side. The local condition is enough. Let i < j < k, and choose V between V_j and V_{j−1}, which is possible because the voltages strictly decrease. Phase j is then the stable one, so Φ_j < Φ_i and Φ_j < Φ_k. Written out, these say

(G_j − G_i)/(x_j − x_i) < μ − V < (G_k − G_j)/(x_k − x_j).

The left slope is smaller than the right slope, so phase j lies below the chord of phases i and k. Geometrically, μ − V is the slope of a line that touches the energies at phase j alone.

```lean
/-- In a list satisfying `StablePhases`, each interior phase lies strictly below the chord of any
poorer and any richer phase in the list, not only of its neighbours. -/
theorem below_every_chord {n i j k : ℕ} {x G : ℕ → ℝ} (h : StablePhases n x G)
    (hij : i < j) (hjk : j < k) (hk : k ≤ n) : G j < chord x G i k (x j) := by
  obtain ⟨m, rfl⟩ : ∃ m, j = m + 1 := ⟨j - 1, by omega⟩
  have hxi : x i < x (m + 1) := chain_lt hij (fun l _ hl => h.ordered l (by omega))
  have hxk : x (m + 1) < x k := chain_lt hjk (fun l _ hl => h.ordered l (by omega))
  -- choose a voltage at which the interior phase is the stable one
  obtain ⟨V, h1, h2⟩ := exists_between
    ((plateau_voltages 0 h (by omega)).1 m (m + 1) (by omega) (by omega))
  have a := stable_window h (by omega) h1 h2 i (by omega) (by omega)
  have b := stable_window h (by omega) h1 h2 k hk (by omega)
  unfold grandPotential at a b
  have s1 : (G (m + 1) - G i) / (x (m + 1) - x i) < 0 - V := by
    rw [div_lt_iff₀ (sub_pos.2 hxi)]
    linarith
  have s2 : 0 - V < (G k - G (m + 1)) / (x k - x (m + 1)) := by
    rw [lt_div_iff₀ (sub_pos.2 hxk)]
    linarith
  exact (below_chord_iff hxi hxk).2 (s1.trans s2)
```

Lean writes j as m+1 and sets μ to 0, which is harmless because the conclusion does not contain μ. The inequalities `s1` and `s2` are the two halves of the displayed line, and `below_chord_iff` turns them back into a statement about the chord. The result concerns the listed phases only: a competing structure missing from the list could still lie below the hull.

## A parabola meets the conditions at every length

Take x_k = k and G_k = k². The contents increase by 1 at each step. The chord of phases k and k+2, evaluated at k+1, is

k² + ((k+2)² − k²)/2 = k² + 2k + 2 = (k+1)² + 1,

so each interior phase lies exactly 1 below it. The voltages are V_k = μ − (2k + 1), a staircase with equal steps of 2. The contents here are bare numbers and not site fractions.

```lean
/-- The contents `k` with energies `k ^ 2` satisfy `StablePhases n` for every `n`. -/
theorem stablePhases_witness (n : ℕ) :
    StablePhases n (fun k => (k : ℝ)) (fun k => (k : ℝ) ^ 2) where
  ordered := by
    intro k _
    push_cast
    linarith
  below := by
    intro k _
    unfold chord
    push_cast
    rw [show (k : ℝ) + 2 - k = 2 by ring]
    nlinarith

end

end IntercalationVoltage
```

```lean
#print axioms IntercalationVoltage.below_every_chord
```

```
'IntercalationVoltage.below_every_chord' depends on axioms: [propext, Classical.choice, Quot.sound]
```
